# The derivative of a two-state overlap loop contains the difference of the Berry connections

Take two families of normalised states, `uc` and `uv`, in a complex inner product space, depending on one real parameter, and a complex function `r` of the same parameter, all differentiable at `k`. The loop W(q) = ⟨u_c(k), u_c(k+q)⟩ r(k+q) ⟨u_v(k+q), u_v(k)⟩ r(k)* multiplies two overlaps by the values of `r` at the shifted and unshifted points. `hasDerivAt_shiftLoop` states that its derivative at q = 0 is r′(k) r(k)* + i|r(k)|²(A_v − A_c), where A = Re(i⟨u, u′⟩) is the Berry connection of each family at `k`. The proof differentiates the product factor by factor, using a local fact `sh` about the derivative of a translated function, and then rewrites the overlap derivatives through the Berry connections.

As first written in Lean, the proof fails:

```lean
import Mathlib

open Complex (I)
open scoped ComplexConjugate Topology

namespace HasDerivAtShiftLoop

noncomputable section

variable {E : Type*} [NormedAddCommGroup E] [InnerProductSpace ℂ E]

/-- The loop `W(q) = ⟨u_c(k), u_c(k+q)⟩ r(k+q) ⟨u_v(k+q), u_v(k)⟩ conj (r(k))`. -/
def shiftLoop (uc uv : ℝ → E) (r : ℝ → ℂ) (k q : ℝ) : ℂ :=
  inner ℂ (uc k) (uc (k + q)) * r (k + q) * inner ℂ (uv (k + q)) (uv k) * conj (r k)

/-- The Berry connection `A = Re (i⟨u, u'⟩)` of a band. -/
def berryConnection (u : ℝ → E) (k : ℝ) : ℝ :=
  (I * inner ℂ (u k) (deriv u k)).re

/-- For a differentiable normalized state, `i⟨u, u'⟩` is real and equals the Berry
connection. -/
theorem berryConnection_real {u : ℝ → E} {k : ℝ} (hu : ∀ x, ‖u x‖ = 1)
    (hd : DifferentiableAt ℝ u k) :
    I * inner ℂ (u k) (deriv u k) = (berryConnection u k : ℂ) := by
  -- differentiate the normalization condition
  have h := hd.hasDerivAt.inner ℂ hd.hasDerivAt
  have hc : (fun t => inner ℂ (u t) (u t)) = fun _ => (1 : ℂ) := by
    funext t
    rw [inner_self_eq_norm_sq_to_K, hu t]
    simp
  rw [hc] at h
  have h0 := h.unique (hasDerivAt_const k (1 : ℂ))
  rw [← inner_conj_symm (deriv u k) (u k)] at h0
  have hre := congrArg Complex.re h0
  simp only [Complex.add_re, Complex.conj_re, Complex.zero_re] at hre
  have hz : (inner ℂ (u k) (deriv u k)).re = 0 := by linarith
  apply Complex.ext
  · simp [berryConnection]
  · simp [hz]

/-- If `f` is differentiable at `k`, then `f(k+q)` has derivative `f'(k)` in `q` at `q = 0`. -/
theorem hasDerivAt_translate {F : Type*} [NormedAddCommGroup F] [NormedSpace ℝ F]
    {f : ℝ → F} {k : ℝ} (hf : DifferentiableAt ℝ f k) :
    HasDerivAt (fun q => f (k + q)) (deriv f k) 0 := by
  have h' : HasDerivAt f (deriv f k) (k + 0) := by
    rw [add_zero]
    exact hf.hasDerivAt
  exact h'.comp_const_add k 0

/-- For differentiable normalized states and differentiable `r`, the loop has derivative
`W'(0) = r' conj r + i |r|² (A_v - A_c)`. -/
theorem hasDerivAt_shiftLoop {uc uv : ℝ → E} {r : ℝ → ℂ} {k : ℝ}
    (hc : ∀ x, ‖uc x‖ = 1) (hv : ∀ x, ‖uv x‖ = 1) (dc : DifferentiableAt ℝ uc k)
    (dv : DifferentiableAt ℝ uv k) (dr : DifferentiableAt ℝ r k) :
    HasDerivAt (shiftLoop uc uv r k) (deriv r k * conj (r k) +
      ((‖r k‖ ^ 2 * (berryConnection uv k - berryConnection uc k) : ℝ) : ℂ) * I) 0 := by
  have sh : ∀ {F : Type _} [NormedAddCommGroup F] [NormedSpace ℝ F] {f : ℝ → F},
      DifferentiableAt ℝ f k → HasDerivAt (fun q => f (k + q)) (deriv f k) 0 := by
    intro F _ _ f hf
    have h' : HasDerivAt f (deriv f k) (k + 0) := by
      rw [add_zero]
      exact hf.hasDerivAt
    exact h'.comp_const_add k 0
  have one : ∀ x : E, ‖x‖ = 1 → inner ℂ x x = (1 : ℂ) := by
    intro x hx
    rw [inner_self_eq_norm_sq_to_K, hx]
    simp
  -- the two overlaps contribute the two Berry connections
  have ov : ∀ u : ℝ → E, (∀ x, ‖u x‖ = 1) → DifferentiableAt ℝ u k →
      inner ℂ (u k) (deriv u k) = -I * (berryConnection u k : ℂ) := by
    intro u hu hd
    linear_combination (-I) * berryConnection_real hu hd +
      inner ℂ (u k) (deriv u k) * Complex.I_sq
  have ev : inner ℂ (deriv uv k) (uv k) = I * (berryConnection uv k : ℂ) := by
    rw [← inner_conj_symm, ov uv hv dv]
    simp
  have h1 := (hasDerivAt_const (0 : ℝ) (uc k)).inner ℂ (sh dc)
  have h2 := (sh dv).inner ℂ (hasDerivAt_const (0 : ℝ) (uv k))
  have h : HasDerivAt (shiftLoop uc uv r k) _ 0 :=
    ((h1.fun_mul (sh dr)).fun_mul h2).mul_const (conj (r k))
  refine h.congr_deriv ?_
  have hr2 : r k * conj (r k) = ((‖r k‖ ^ 2 : ℝ) : ℂ) := by
    rw [Complex.mul_conj, Complex.normSq_eq_norm_sq]
  simp only [add_zero, zero_add, inner_zero_left, inner_zero_right, one _ (hc k),
    one _ (hv k), ov uc hc dc, ev]
  push_cast at hr2 ⊢
  linear_combination ((berryConnection uv k : ℂ) - berryConnection uc k) * I * hr2

end

end HasDerivAtShiftLoop
```

Compiling this gives:

```
Main.lean:80:17: error: Application type mismatch: The argument
  sh ?m.406
has type
  HasDerivAt.{0, u_1} (fun q => ?m.405 (k + q)) (deriv ?m.405 k) 0
but is expected to have type
  HasDerivAt.{0, 0} (fun y => r (k + y)) ?m.401 0
in the application
  HasDerivAt.fun_mul h1 (sh ?m.406)
```

The repair, with which the file compiles:

```diff
@@ -55,11 +55,5 @@
     HasDerivAt (shiftLoop uc uv r k) (deriv r k * conj (r k) +
       ((‖r k‖ ^ 2 * (berryConnection uv k - berryConnection uc k) : ℝ) : ℂ) * I) 0 := by
-  have sh : ∀ {F : Type _} [NormedAddCommGroup F] [NormedSpace ℝ F] {f : ℝ → F},
-      DifferentiableAt ℝ f k → HasDerivAt (fun q => f (k + q)) (deriv f k) 0 := by
-    intro F _ _ f hf
-    have h' : HasDerivAt f (deriv f k) (k + 0) := by
-      rw [add_zero]
-      exact hf.hasDerivAt
-    exact h'.comp_const_add k 0
+
   have one : ∀ x : E, ‖x‖ = 1 → inner ℂ x x = (1 : ℂ) := by
     intro x hx
@@ -75,8 +69,8 @@
     rw [← inner_conj_symm, ov uv hv dv]
     simp
-  have h1 := (hasDerivAt_const (0 : ℝ) (uc k)).inner ℂ (sh dc)
-  have h2 := (sh dv).inner ℂ (hasDerivAt_const (0 : ℝ) (uv k))
+  have h1 := (hasDerivAt_const (0 : ℝ) (uc k)).inner ℂ (hasDerivAt_translate dc)
+  have h2 := (hasDerivAt_translate dv).inner ℂ (hasDerivAt_const (0 : ℝ) (uv k))
   have h : HasDerivAt (shiftLoop uc uv r k) _ 0 :=
-    ((h1.fun_mul (sh dr)).fun_mul h2).mul_const (conj (r k))
+    ((h1.fun_mul (hasDerivAt_translate dr)).fun_mul h2).mul_const (conj (r k))
   refine h.congr_deriv ?_
   have hr2 : r k * conj (r k) = ((‖r k‖ ^ 2 : ℝ) : ℂ) := by
```

Cause. The message comes from the use of `sh` for `r`. Lean expects a `HasDerivAt.{0, 0}` statement, since `r` takes values in `ℂ`, which lives in `Type`, but `sh` offers `HasDerivAt.{0, u_1}`. The second number is the universe of the space of values.

`sh` is stated for every `F : Type _`, but a hypothesis introduced by `have` inside a proof cannot be universe polymorphic. It holds for all `F` in one universe, and the underscore only leaves Lean to work out which. The earlier use `sh dc` concerns `uc`, with values in `E`, and so settles that universe as `u_1`, the universe of `E`. The same `sh` then cannot serve for `ℂ`.

The repair uses `hasDerivAt_translate`, a theorem already in the file with the same content. As a top-level declaration with `F : Type*`, it is universe polymorphic, and its universe is chosen afresh at each use, so it serves for `uc`, `uv` and `r` alike. The local `sh`, now unused, is deleted.
